# To leading order, a second-order energy shift is half the perturbation's expectation value in the perturbed state

Let \(H\) and \(V\) be Hermitian matrices and \(\psi(x)\) a continuous family of unit vectors with \((H+xV)\psi(x)=E(x)\psi(x)\) for real \(x\) near 0, and write \(\langle V\rangle_x=\psi(x)^\dagger V\psi(x)\). If \(E'(0)=0\) and \(E''(0)\neq0\), then \((E(x)-E(0))/(x\langle V\rangle_x)\) tends to \(1/2\) as \(x\to0\).

```lean
import Mathlib

open Filter Topology Matrix

namespace SpinOrbitAnisotropy

variable {n : Type*} [Fintype n]

/-- The real part of `v† A v`. For Hermitian `A` and a unit vector `v` this is the expectation value
of `A` in the state `v`. -/
noncomputable def expect (A : Matrix n n ℂ) (v : n → ℂ) : ℝ := (star v ⬝ᵥ A *ᵥ v).re

/-- Near zero coupling, `ψ x` is a continuous family of unit eigenvectors of `H + x V`
with real energy `E x`. -/
def IsBranch (H V : Matrix n n ℂ) (ψ : ℝ → n → ℂ) (E : ℝ → ℝ) : Prop :=
  ∀ᶠ x in 𝓝 (0 : ℝ), ContinuousAt ψ x ∧ star (ψ x) ⬝ᵥ ψ x = 1 ∧
    (H + (x : ℂ) • V) *ᵥ ψ x = (E x : ℂ) • ψ x

/-- For Hermitian `H` and `V`, eigenvectors `u`, `v` at couplings `x`, `y` with real energies
`a`, `b` satisfy `(y - x) ⟨u, V v⟩ = (b - a) ⟨u, v⟩`. -/
theorem overlap_identity {H V : Matrix n n ℂ} (hH : H.IsHermitian) (hV : V.IsHermitian)
    {u v : n → ℂ} {x y a b : ℝ} (hu : (H + (x : ℂ) • V) *ᵥ u = (a : ℂ) • u)
    (hv : (H + (y : ℂ) • V) *ᵥ v = (b : ℂ) • v) :
    ((y : ℂ) - x) * (star u ⬝ᵥ V *ᵥ v) = ((b : ℂ) - a) * (star u ⬝ᵥ v) := by
  have hA : (H + (x : ℂ) • V)ᴴ = H + (x : ℂ) • V := by
    rw [conjTranspose_add, conjTranspose_smul, hH.eq, hV.eq]
    simp
  -- let the Hamiltonian at coupling `x` act to the left
  have hl : star u ⬝ᵥ (H + (x : ℂ) • V) *ᵥ v = (a : ℂ) * (star u ⬝ᵥ v) := by
    rw [Matrix.dotProduct_mulVec, ← hA, ← Matrix.star_mulVec, hu, star_smul, smul_dotProduct]
    simp
  have hr : star u ⬝ᵥ (H + (y : ℂ) • V) *ᵥ v = (b : ℂ) * (star u ⬝ᵥ v) := by
    rw [hv, dotProduct_smul, smul_eq_mul]
  rw [add_mulVec, smul_mulVec, dotProduct_add, dotProduct_smul, smul_eq_mul] at hl hr
  linear_combination hr - hl

/-- Hellmann-Feynman theorem: for Hermitian `H` and `V`, the energy of a branch has
derivative `⟨V⟩` at every coupling near zero. -/
theorem hellmann_feynman {H V : Matrix n n ℂ} (hH : H.IsHermitian) (hV : V.IsHermitian)
    {ψ : ℝ → n → ℂ} {E : ℝ → ℝ} (h : IsBranch H V ψ E) :
    ∀ᶠ x in 𝓝 (0 : ℝ), HasDerivAt E (expect V (ψ x)) x := by
  filter_upwards [eventually_eventually_nhds.2 h] with x hx
  obtain ⟨hc, hn, he⟩ := hx.self_of_nhds
  have c1 : Continuous (fun v : n → ℂ => star (ψ x) ⬝ᵥ v) := by
    simp only [dotProduct]
    fun_prop
  have c2 : Continuous (fun v : n → ℂ => star (ψ x) ⬝ᵥ V *ᵥ v) := by
    simp only [dotProduct, mulVec]
    fun_prop
  have hS : Tendsto (fun y => star (ψ x) ⬝ᵥ ψ y) (𝓝 x) (𝓝 (star (ψ x) ⬝ᵥ ψ x)) :=
    (c1.tendsto (ψ x)).comp hc
  have hT : Tendsto (fun y => star (ψ x) ⬝ᵥ V *ᵥ ψ y) (𝓝 x)
      (𝓝 (star (ψ x) ⬝ᵥ V *ᵥ ψ x)) := (c2.tendsto (ψ x)).comp hc
  rw [hn] at hS
  have hq := (Complex.continuous_re.tendsto _).comp (hT.div hS one_ne_zero)
  rw [div_one] at hq
  rw [hasDerivAt_iff_tendsto_slope]
  refine (hq.mono_left nhdsWithin_le_nhds).congr' ?_
  filter_upwards [self_mem_nhdsWithin, nhdsWithin_le_nhds hx,
    nhdsWithin_le_nhds (hS.eventually_ne one_ne_zero)] with y hy hby h0
  -- the difference quotient is a matrix element of `V` divided by an overlap
  have key := overlap_identity hH hV he hby.2.2
  have hyx : (y : ℂ) - x ≠ 0 := sub_ne_zero.2 fun e => hy (Complex.ofReal_injective e)
  have hs : (star (ψ x) ⬝ᵥ V *ᵥ ψ y) / (star (ψ x) ⬝ᵥ ψ y) = ((slope E x y : ℝ) : ℂ) := by
    rw [slope_def_field]
    push_cast
    rw [div_eq_div_iff h0 hyx]
    linear_combination key
  change ((star (ψ x) ⬝ᵥ V *ᵥ ψ y) / (star (ψ x) ⬝ᵥ ψ y)).re = _
  rw [hs, Complex.ofReal_re]

/-- If `f' = g` near zero and `g x / x ^ k` tends to a nonzero limit, then
`(f x - f 0) / (x g x)` tends to `1 / (k + 1)`. -/
theorem ratio_of_leading_order {f g : ℝ → ℝ} {k : ℕ} {c : ℝ}
    (hf : ∀ᶠ x in 𝓝 (0 : ℝ), HasDerivAt f (g x) x)
    (hg : Tendsto (fun x => g x / x ^ k) (𝓝[≠] 0) (𝓝 c)) (hc : c ≠ 0) :
    Tendsto (fun x => (f x - f 0) / (x * g x)) (𝓝[≠] 0) (𝓝 (1 / ((k : ℝ) + 1))) := by
  -- l'Hôpital's rule gives the leading coefficient of `f`
  have hL : Tendsto (fun x => (f x - f 0) / x ^ (k + 1)) (𝓝[≠] 0)
      (𝓝 (c / ((k : ℝ) + 1))) := by
    refine HasDerivAt.lhopital_zero_nhdsNE (f' := g)
      (g' := fun x => ((k : ℝ) + 1) * x ^ k) ?_ ?_ ?_ ?_ ?_ ?_
    · exact (hf.filter_mono nhdsWithin_le_nhds).mono fun x hx => hx.sub_const _
    · exact Eventually.of_forall fun x => by simpa using hasDerivAt_pow (k + 1) x
    · filter_upwards [self_mem_nhdsWithin] with x hx
      exact mul_ne_zero (by positivity) (pow_ne_zero _ hx)
    · have h := (hf.self_of_nhds.continuousAt.tendsto.sub_const (f 0)).mono_left
        (nhdsWithin_le_nhds (s := {0}ᶜ))
      rw [sub_self] at h
      exact h
    · have hp : Continuous fun x : ℝ => x ^ (k + 1) := by fun_prop
      have h := (hp.tendsto 0).mono_left (nhdsWithin_le_nhds (s := {0}ᶜ))
      simpa using h
    · refine (hg.div_const ((k : ℝ) + 1)).congr fun x => ?_
      rw [div_div, mul_comm]
  have hR := hL.div hg hc
  have e : c / ((k : ℝ) + 1) / c = 1 / ((k : ℝ) + 1) := by
    rw [div_div, mul_comm, ← div_div, div_self hc]
  rw [e] at hR
  refine hR.congr' ?_
  filter_upwards [self_mem_nhdsWithin] with x hx
  have hx0 : x ≠ 0 := hx
  have hm : x ^ (k + 1) * (g x / x ^ k) = x * g x := by
    rw [pow_succ]
    field_simp
  change (f x - f 0) / x ^ (k + 1) / (g x / x ^ k) = _
  rw [div_div, hm]

/-- If `f' = g` near zero, `f'(0) = 0` and `f''(0) ≠ 0`, then `(f x - f 0) / (x g x)`
tends to `1/2`. -/
theorem ratio_of_second_order {f g : ℝ → ℝ}
    (hf : ∀ᶠ x in 𝓝 (0 : ℝ), HasDerivAt f (g x) x)
    (h1 : deriv f 0 = 0) (h2 : deriv (deriv f) 0 ≠ 0) :
    Tendsto (fun x => (f x - f 0) / (x * g x)) (𝓝[≠] 0) (𝓝 (1 / 2)) := by
  have hd : deriv f =ᶠ[𝓝 0] g := hf.mono fun x h => h.deriv
  have hg0 : g 0 = 0 := hd.eq_of_nhds.symm.trans h1
  have h3 := (differentiableAt_of_deriv_ne_zero h2).hasDerivAt.congr_of_eventuallyEq hd.symm
  rw [hasDerivAt_iff_tendsto_slope] at h3
  have hs : Tendsto (fun x => g x / x ^ 1) (𝓝[≠] 0) (𝓝 (deriv (deriv f) 0)) :=
    h3.congr fun x => by rw [slope_def_field, hg0, sub_zero, sub_zero, pow_one]
  have e : (1 / 2 : ℝ) = 1 / (((1 : ℕ) : ℝ) + 1) := by norm_num
  rw [e]
  exact ratio_of_leading_order hf hs h2

/-- For Hermitian `H`, `V` and a branch with `E'(0) = 0` and `E''(0) ≠ 0`, the energy shift
divided by the coupling energy `x ⟨V⟩` tends to `1/2` as the coupling is switched off. -/
theorem energy_shift_half {H V : Matrix n n ℂ} (hH : H.IsHermitian) (hV : V.IsHermitian)
    {ψ : ℝ → n → ℂ} {E : ℝ → ℝ} (h : IsBranch H V ψ E)
    (h1 : deriv E 0 = 0) (h2 : deriv (deriv E) 0 ≠ 0) :
    Tendsto (fun x => (E x - E 0) / (x * expect V (ψ x))) (𝓝[≠] 0) (𝓝 (1 / 2)) :=
  ratio_of_second_order (hellmann_feynman hH hV h) h1 h2

/-- For Hermitian `H`, `V` and a branch with `E'(0) ≠ 0`, the energy shift divided by
`x ⟨V⟩` tends to `1`. -/
theorem energy_shift_first_order {H V : Matrix n n ℂ} (hH : H.IsHermitian)
    (hV : V.IsHermitian) {ψ : ℝ → n → ℂ} {E : ℝ → ℝ} (h : IsBranch H V ψ E)
    (h1 : deriv E 0 ≠ 0) :
    Tendsto (fun x => (E x - E 0) / (x * expect V (ψ x))) (𝓝[≠] 0) (𝓝 1) := by
  have hf := hellmann_feynman hH hV h
  rw [hf.self_of_nhds.deriv] at h1
  have hc : Continuous (fun v : n → ℂ => expect V v) := by
    simp only [expect, dotProduct, mulVec, Pi.star_apply]
    fun_prop
  have ht : Tendsto (fun x => expect V (ψ x)) (𝓝 0) (𝓝 (expect V (ψ 0))) :=
    (hc.tendsto (ψ 0)).comp h.self_of_nhds.1
  have hs : Tendsto (fun x => expect V (ψ x) / x ^ 0) (𝓝[≠] 0) (𝓝 (expect V (ψ 0))) :=
    (ht.mono_left nhdsWithin_le_nhds).congr fun x => by rw [pow_zero, div_one]
  have e : (1 : ℝ) = 1 / (((0 : ℕ) : ℝ) + 1) := by norm_num
  have hr := ratio_of_leading_order hf hs h1
  rwa [← e] at hr

/-- For Hermitian `H`, `V₁`, `V₂`, let `E₁` and `E₂` be the energies of branches of `H + x V₁` and
`H + x V₂` that agree at `x = 0`. If `E₁ - E₂` has zero first and nonzero second derivative there,
its ratio to `x (⟨V₁⟩ - ⟨V₂⟩)` tends to `1/2`. -/
theorem anisotropy_half {H V₁ V₂ : Matrix n n ℂ} (hH : H.IsHermitian)
    (hV₁ : V₁.IsHermitian) (hV₂ : V₂.IsHermitian) {ψ₁ ψ₂ : ℝ → n → ℂ} {E₁ E₂ : ℝ → ℝ}
    (b₁ : IsBranch H V₁ ψ₁ E₁) (b₂ : IsBranch H V₂ ψ₂ E₂) (h0 : E₁ 0 = E₂ 0)
    (h1 : deriv (fun x => E₁ x - E₂ x) 0 = 0)
    (h2 : deriv (deriv (fun x => E₁ x - E₂ x)) 0 ≠ 0) :
    Tendsto (fun x => (E₁ x - E₂ x) / (x * (expect V₁ (ψ₁ x) - expect V₂ (ψ₂ x))))
      (𝓝[≠] 0) (𝓝 (1 / 2)) := by
  have hf : ∀ᶠ x in 𝓝 (0 : ℝ), HasDerivAt (fun x => E₁ x - E₂ x)
      (expect V₁ (ψ₁ x) - expect V₂ (ψ₂ x)) x := by
    filter_upwards [hellmann_feynman hH hV₁ b₁, hellmann_feynman hH hV₂ b₂] with x p q
    exact p.fun_sub q
  have hr := ratio_of_second_order hf h1 h2
  simp only [h0, sub_self, sub_zero] at hr
  exact hr

/-- For Hermitian `H`, `V₁`, `V₂`, let `E₁` and `E₂` be the energies of branches of `H + x V₁` and
`H + x V₂` that agree at `x = 0`. If `(⟨V₁⟩ - ⟨V₂⟩) / x ^ k` has a nonzero limit there, the ratio of
`E₁ - E₂` to `x (⟨V₁⟩ - ⟨V₂⟩)` tends to `1 / (k + 1)`. -/
theorem anisotropy_of_order {H V₁ V₂ : Matrix n n ℂ} (hH : H.IsHermitian)
    (hV₁ : V₁.IsHermitian) (hV₂ : V₂.IsHermitian) {ψ₁ ψ₂ : ℝ → n → ℂ} {E₁ E₂ : ℝ → ℝ}
    (b₁ : IsBranch H V₁ ψ₁ E₁) (b₂ : IsBranch H V₂ ψ₂ E₂) (h0 : E₁ 0 = E₂ 0)
    {k : ℕ} {c : ℝ} (hc : c ≠ 0)
    (hk : Tendsto (fun x => (expect V₁ (ψ₁ x) - expect V₂ (ψ₂ x)) / x ^ k)
      (𝓝[≠] 0) (𝓝 c)) :
    Tendsto (fun x => (E₁ x - E₂ x) / (x * (expect V₁ (ψ₁ x) - expect V₂ (ψ₂ x))))
      (𝓝[≠] 0) (𝓝 (1 / ((k : ℝ) + 1))) := by
  have hf : ∀ᶠ x in 𝓝 (0 : ℝ), HasDerivAt (fun x => E₁ x - E₂ x)
      (expect V₁ (ψ₁ x) - expect V₂ (ψ₂ x)) x := by
    filter_upwards [hellmann_feynman hH hV₁ b₁, hellmann_feynman hH hV₂ b₂] with x p q
    exact p.fun_sub q
  have hr := ratio_of_leading_order hf hk hc
  simp only [h0, sub_self, sub_zero] at hr
  exact hr

/-- The vector `(1 + s, x) / √(2 s (1 + s))` with `s = √(1 + x²)`, defined for every real `x`. -/
noncomputable def twoLevelState (x : ℝ) : Fin 2 → ℂ :=
  ![(((1 + √(1 + x ^ 2)) / √(2 * √(1 + x ^ 2) * (1 + √(1 + x ^ 2))) : ℝ) : ℂ),
    ((x / √(2 * √(1 + x ^ 2) * (1 + √(1 + x ^ 2))) : ℝ) : ℂ)]

/-- The two-level Hamiltonian `σz + x σx` with `twoLevelState` and energy `√(1 + x²)` is a
branch with Hermitian matrices, `E'(0) = 0` and `E''(0) = 1`. -/
theorem energy_shift_half_witness :
    (!![1, 0; 0, -1] : Matrix (Fin 2) (Fin 2) ℂ).IsHermitian ∧
    (!![0, 1; 1, 0] : Matrix (Fin 2) (Fin 2) ℂ).IsHermitian ∧
    IsBranch !![1, 0; 0, -1] !![0, 1; 1, 0] twoLevelState (fun x => √(1 + x ^ 2)) ∧
    deriv (fun x : ℝ => √(1 + x ^ 2)) 0 = 0 ∧
    deriv (deriv (fun x : ℝ => √(1 + x ^ 2))) 0 = 1 := by
  have hd : ∀ x : ℝ, HasDerivAt (fun x : ℝ => √(1 + x ^ 2)) (x / √(1 + x ^ 2)) x := by
    intro x
    have h := ((hasDerivAt_pow 2 x).const_add 1).sqrt (show (1 : ℝ) + x ^ 2 ≠ 0 by positivity)
    convert h using 1
    norm_num [mul_div_mul_left]
  have hcont : Continuous twoLevelState := by
    refine continuous_pi fun i => ?_
    fin_cases i
    · exact Complex.continuous_ofReal.comp
        (Continuous.div (by fun_prop) (by fun_prop) fun x => by positivity)
    · exact Complex.continuous_ofReal.comp
        (Continuous.div (by fun_prop) (by fun_prop) fun x => by positivity)
  have hunit : ∀ a b : ℝ, a * a + b * b = 1 →
      star ![(a : ℂ), (b : ℂ)] ⬝ᵥ ![(a : ℂ), (b : ℂ)] = 1 := by
    intro a b h
    simp [dotProduct, Fin.sum_univ_two]
    exact_mod_cast h
  have heig : ∀ a b x e : ℝ, a + x * b = e * a → x * a - b = e * b →
      ((!![1, 0; 0, -1] : Matrix (Fin 2) (Fin 2) ℂ) + (x : ℂ) • !![0, 1; 1, 0]) *ᵥ
        ![(a : ℂ), (b : ℂ)] = (e : ℂ) • ![(a : ℂ), (b : ℂ)] := by
    intro a b x e h h'
    have k : (a : ℂ) + x * b = e * a := by exact_mod_cast h
    have k' : (x : ℂ) * a - b = e * b := by exact_mod_cast h'
    ext i
    fin_cases i
    · simp [mulVec, dotProduct, Fin.sum_univ_two]
      linear_combination k
    · simp [mulVec, dotProduct, Fin.sum_univ_two]
      linear_combination k'
  refine ⟨Matrix.IsHermitian.ext fun i j => by fin_cases i <;> fin_cases j <;> simp,
    Matrix.IsHermitian.ext fun i j => by fin_cases i <;> fin_cases j <;> simp,
    Eventually.of_forall fun x => ?_, (hd 0).deriv.trans (by simp), ?_⟩
  · have hs : √(1 + x ^ 2) ^ 2 = 1 + x ^ 2 := Real.sq_sqrt (by positivity)
    have hp : 0 < √(1 + x ^ 2) := by positivity
    have hN := Real.sq_sqrt
      (show 0 ≤ 2 * √(1 + x ^ 2) * (1 + √(1 + x ^ 2)) by positivity)
    refine ⟨hcont.continuousAt, hunit _ _ ?_, heig _ _ _ _ ?_ ?_⟩
    · rw [div_mul_div_comm, div_mul_div_comm, ← add_div, ← pow_two (√(2 * _ * _)), hN,
        div_eq_one_iff_eq (by positivity)]
      linear_combination -hs
    · linear_combination (-(1 / √(2 * √(1 + x ^ 2) * (1 + √(1 + x ^ 2))))) * hs
    · ring
  · have hfun : deriv (fun x : ℝ => √(1 + x ^ 2)) = fun x => x / √(1 + x ^ 2) :=
      funext fun x => (hd x).deriv
    have h := (hasDerivAt_id' (0 : ℝ)).fun_div (hd 0) (by simp)
    rw [hfun, h.deriv]
    simp

end SpinOrbitAnisotropy
```

```lean
#print axioms SpinOrbitAnisotropy.energy_shift_half
-- 'SpinOrbitAnisotropy.energy_shift_half' depends on axioms: [propext, Classical.choice, Quot.sound]
#print axioms SpinOrbitAnisotropy.energy_shift_first_order
-- 'SpinOrbitAnisotropy.energy_shift_first_order' depends on axioms: [propext, Classical.choice, Quot.sound]
#print axioms SpinOrbitAnisotropy.anisotropy_half
-- 'SpinOrbitAnisotropy.anisotropy_half' depends on axioms: [propext, Classical.choice, Quot.sound]
#print axioms SpinOrbitAnisotropy.anisotropy_of_order
-- 'SpinOrbitAnisotropy.anisotropy_of_order' depends on axioms: [propext, Classical.choice, Quot.sound]
```

## Following one eigenstate as the coupling changes

The index type `n` labels a finite orthonormal basis, and `expect V (ψ x)` is \(\langle V\rangle_x\). Its definition takes a real part, which changes nothing for Hermitian \(V\), because \(\psi^\dagger V\psi\) is then real. The coupling strength \(x\) is kept outside \(V\), so the coupling energy is \(x\langle V\rangle_x\).

`IsBranch H V ψ E` says that, throughout some neighbourhood of zero, `ψ` is continuous, normalised and an eigenvector with real energy `E x`. Continuity means that one state is followed through the change of coupling; it is assumed, and differentiability of \(\psi\) is not needed. If the level is degenerate at \(x=0\), then \(\psi(0)\) must be the state that the branch approaches.

In `energy_shift_half`, the filter `𝓝[≠] 0` means that \(x\) approaches zero from both sides without being zero. Lean assigns derivative 0 where none exists, so `deriv (deriv E) 0 ≠ 0` also contains the existence of \(E''(0)\).

## Spin–orbit coupling and magnetisation direction

For magnetocrystalline anisotropy, \(H\) is the Hamiltonian without spin–orbit coupling and \(xV\) is the spin–orbit term. The condition \(E'(0)=0\) says that this term has zero expectation value in the uncoupled state, as happens for a Slater determinant of real orbitals with collinear spins, whose orbital moment is quenched. The condition \(E''(0)\neq0\) says that the coupling to other states leaves a net second-order shift.

Two magnetisation directions are described by `V₁` and `V₂` with the same `H`, in a spin frame that turns with the magnetisation. The hypothesis `E₁ 0 = E₂ 0` says that, without spin–orbit coupling, the energy does not depend on the magnetisation direction; this assumes that \(H\) also leaves out the magnetic dipole interaction and any external magnetic field. In `anisotropy_half`, the derivative conditions apply only to the difference \(E_1-E_2\), so the separate first derivatives need not vanish.

For a finite matrix model with \(H\), \(V_1\) and \(V_2\) held fixed, this justifies estimating a second-order anisotropy energy by half the difference of the spin–orbit energies, to leading order. The model contains no self-consistent response of \(H\) to the coupling, and the theorems give no error bound at finite \(x\).

## The slope of the energy is \(\langle V\rangle_x\)

Take eigenvectors \(u=\psi(x)\) and \(v=\psi(y)\). Letting the Hamiltonian at \(x\) act to the left, and the one at \(y\) to the right, gives

\[
u^\dagger(H+xV)v=E(x)\,u^\dagger v,\qquad
u^\dagger(H+yV)v=E(y)\,u^\dagger v .
\]

Subtraction removes \(H\):

\[
(y-x)\,u^\dagger Vv=(E(y)-E(x))\,u^\dagger v .
\]

This is `overlap_identity`. Its steps `hl` and `hr` are the two displayed equations, and `linear_combination` subtracts them.

As \(y\to x\), continuity and normalisation give \(u^\dagger v\to1\), so the overlap is nonzero for \(y\) close to \(x\). Division then yields

\[
\frac{E(y)-E(x)}{y-x}=\frac{u^\dagger Vv}{u^\dagger v}\longrightarrow\langle V\rangle_x .
\]

Hence \(E'(x)=\langle V\rangle_x\) for every \(x\) near zero. This is the Hellmann–Feynman theorem for a Hamiltonian linear in its parameter. In `hellmann_feynman`, `hS` and `hT` are the limits of the denominator and numerator, and `hs` identifies their ratio with the difference quotient.

## Integrating the slope produces the factor

Write \(g(x)=\langle V\rangle_x=E'(x)\) and \(c=E''(0)\). Since \(g(0)=0\), the definition of the second derivative gives \(g(x)/x\to c\neq0\). By l'Hôpital's rule,

\[
\lim_{x\to0}\frac{E(x)-E(0)}{x^2}
=\lim_{x\to0}\frac{g(x)}{2x}=\frac c2 .
\]

Dividing by \(g(x)/x\) gives

\[
\frac{E(x)-E(0)}{x\,g(x)}
=\frac{(E(x)-E(0))/x^2}{g(x)/x}\longrightarrow\frac{c/2}{c}=\frac12 .
\]

The lemma `ratio_of_leading_order` does this for any natural number \(k\). If \(f'=g\) near zero and \(g(x)/x^k\to c\neq0\), then l'Hôpital's rule gives \((f(x)-f(0))/x^{k+1}\to c/(k+1)\), which is `hL`. Division by \(g(x)/x^k\) leaves \(1/(k+1)\). `ratio_of_second_order` obtains the case \(k=1\) from the derivative conditions, and `energy_shift_half` applies it to \(E\).

For \(k=0\), `energy_shift_first_order` gives ratio 1 when \(E'(0)\neq0\). The two anisotropy theorems use \(f=E_1-E_2\), whose derivative is \(\langle V_1\rangle_x-\langle V_2\rangle_x\) and which vanishes at zero. In `anisotropy_of_order`, an anisotropy that first appears at fourth order has \(k=3\) and ratio \(1/4\).

## Two levels are the smallest case

A \(1\times1\) Hamiltonian has an energy linear in \(x\), so \(E''(0)=0\), and a second-order shift needs at least two levels. Take \(H=\sigma_z\), \(V=\sigma_x\) and \(s=\sqrt{1+x^2}\). The upper level has

\[
E(x)=s,\qquad
\psi(x)=\frac{1}{\sqrt{2s(1+s)}}\begin{pmatrix}1+s\\x\end{pmatrix},\qquad
\langle V\rangle_x=\frac xs .
\]

`energy_shift_half_witness` verifies the branch conditions, \(E'(0)=0\) and \(E''(0)=1\). Because \(x^2=s^2-1\), the ratio for \(x\neq0\) is

\[
\frac{s-1}{x^2/s}=\frac{s}{s+1},
\]

which tends to \(1/2\) and is about 0.586 at \(x=1\).

## Checking the factor numerically

In a matrix code, diagonalise \(H\) and \(H+xV\), follow the same state, and compare \(E(x)-E(0)\) with \(\tfrac12x\langle V\rangle_x\). The arbitrary phase returned by an eigensolver does not matter, because it cancels in the expectation value. Repeating the comparison for several small \(x\) shows whether the ratio approaches \(1/2\). If \(x\) is too small, rounding error dominates, since the energy difference is of order \(x^2\) and comes from subtracting nearly equal numbers.
